# With only the lowest subband occupied in a hard-wall slab, Thomas-Fermi at the averaged density gives under 67 percent of the kinetic energy

## Does the local estimate come right at some thickness?

Take non-interacting electrons between hard walls a distance $L$ apart, with $n$ electrons per unit area, all in the lowest subband, which they fill from its bottom up to a Fermi level. I use atomic units and count both spins. Let $T$ be their kinetic energy per area, and $F$ the Thomas-Fermi value for a uniform density $n/L$. At fixed $n$, $T$ grows as $L^{-2}$ in a very thin slab but $F$ only as $L^{-2/3}$, so $F$ is far too low there. As the slab gets thicker, does $F$ ever catch up with $T$?

## Not with one subband: it stays more than 33 percent low

**Energies.** The subband bottoms are $\pi^2j^2/(2L^2)$, $j=1,2,\dots$. In-plane wavenumbers between $k$ and $k+dk$ hold $k\,dk/\pi$ states per area, so the Fermi wavenumber $k_F$ satisfies $k_F^2/(2\pi)=n$, and

$$T=\int_0^{k_F}\Big(\frac{\pi^2}{2L^2}+\frac{k^2}{2}\Big)\frac{k}{\pi}\,dk
=\frac{\pi^2}{2L^2}\frac{k_F^2}{2\pi}+\frac{k_F^4}{8\pi}
=\frac{\pi^2n}{2L^2}+\frac{\pi n^2}{2}.$$

The Thomas-Fermi value is

$$F=L\cdot\tfrac{3}{10}(3\pi^2)^{2/3}(n/L)^{5/3},\qquad F^3=\frac{243}{1000}\frac{\pi^4n^5}{L^2}.$$

**Comparison.** Put $x=nL^2$, $A=\pi n/(2L^2)$ and $c=5/36^{1/3}$. Then $T=A(x+\pi)$ and $c^3F^3=A^3\cdot\frac{27}{4}\pi x^2$, so

$$T^3-(cF)^3=A^3\big[(x+\pi)^3-\tfrac{27}{4}\pi x^2\big]=A^3\,(x+\tfrac{\pi}{4})(x-2\pi)^2\ge 0.$$

Hence $T\ge cF$, with equality exactly at $x=2\pi$. Since $3.35^3>36$, $F\le(36^{1/3}/5)\,T<0.67\,T$.

**When one subband is the ground state.** The Fermi level stays at or below the second subband when $\pi^2/(2L^2)+\pi n\le 4\pi^2/(2L^2)$, that is, $x\le 3\pi/2$. The point $x=2\pi$ lies beyond this. In the ground state more and more subbands are occupied as $L$ grows at fixed $n$, and the ratio of $F$ to the ground-state kinetic energy then tends to 1; the bounds here concern the lowest subband alone. With $d=25/4374^{1/3}$,

$$T^3-(dF)^3=A^3\big[\tfrac23\pi^2+x(\tfrac{22}{9}\pi-x)\big](\tfrac{3\pi}{2}-x).$$

For $0<x\le3\pi/2$ the square bracket is positive, so $T\ge dF$, with equality only at $x=3\pi/2$. Here $d\approx1.529$, against $c\approx1.514$.

**A numerical case.** For $L=1$ and $n=\pi$, $x=\pi$ is inside the window. Then $T=\pi^3\approx31.0$ and $F=0.243^{1/3}\pi^3\approx19.3$, a ratio of about $0.62$.

**Without the window condition.** Positive $n$ and $L$ alone do not give the constant $d$: at $x=2\pi$, $T=cF<dF$.

```lean
import Mathlib

open Real

namespace ThinSlabThomasFermi

noncomputable section

/-- Bottom of the `j`-th subband (`j ≥ 1`) of a hard-wall slab of width `L > 0`, in atomic units. -/
def subbandBottom (j : ℕ) (L : ℝ) : ℝ := π ^ 2 * (j : ℝ) ^ 2 / (2 * L ^ 2)

/-- In-plane Fermi wavenumber of one spin-degenerate subband with sheet density `n ≥ 0`. -/
def fermiWavenumber (n : ℝ) : ℝ := √(2 * π * n)

/-- For `n ≥ 0` and continuous `f`, the sum per unit area of a one-electron quantity `f k` over the
filled Fermi disc, with both spins counted: the number of states per area in `dk` is `k dk / π`. -/
def fillDisc (n : ℝ) (f : ℝ → ℝ) : ℝ :=
  ∫ k in (0 : ℝ)..fermiWavenumber n, f k * (k / π)

/-- For sheet density `n ≥ 0`, the kinetic energy per unit area when all electrons are in the lowest
subband of a slab of width `L ≠ 0`. -/
def slabKinetic (n L : ℝ) : ℝ :=
  fillDisc n (fun k => subbandBottom 1 L + k ^ 2 / 2)

/-- Thomas-Fermi kinetic energy per unit volume at density `ρ ≥ 0`. -/
def tfKineticDensity (ρ : ℝ) : ℝ :=
  3 / 10 * (3 * π ^ 2) ^ (2 / 3 : ℝ) * ρ ^ (5 / 3 : ℝ)

/-- Thomas-Fermi kinetic energy per unit area of a slab of width `L > 0`, evaluated at the
slab-averaged density `n / L`, for `n ≥ 0`. -/
def slabTF (n L : ℝ) : ℝ := L * tfKineticDensity (n / L)

/-- The cube of a nonnegative number raised to the power `m / 3` is its `m`-th power. -/
theorem cube_rpow {x p : ℝ} {m : ℕ} (hx : 0 ≤ x) (h : p * 3 = m) :
    (x ^ p) ^ 3 = x ^ m := by
  have h' : p * ((3 : ℕ) : ℝ) = m := by
    push_cast
    exact h
  rw [← Real.rpow_natCast (x ^ p) 3, ← Real.rpow_mul hx, h', Real.rpow_natCast]

/-- For sheet density `n ≥ 0`, the quantity `a + b k²` summed over the filled Fermi disc
is `a n + b π n²` per unit area. -/
theorem fillDisc_quadratic {n : ℝ} (hn : 0 ≤ n) (a b : ℝ) :
    fillDisc n (fun k => a + b * k ^ 2) = a * n + b * π * n ^ 2 := by
  have hk : fermiWavenumber n ^ 2 = 2 * π * n := Real.sq_sqrt (by positivity)
  have hk4 : fermiWavenumber n ^ 4 = (2 * π * n) ^ 2 := by
    rw [← hk]
    ring
  -- an antiderivative of the integrand
  have hd : ∀ k ∈ Set.uIcc 0 (fermiWavenumber n),
      HasDerivAt (fun x : ℝ => a / (2 * π) * x ^ 2 + b / (4 * π) * x ^ 4)
        ((a + b * k ^ 2) * (k / π)) k := by
    intro k _
    have h2 : HasDerivAt (fun x : ℝ => x ^ 2) (2 * k) k := by
      simpa using hasDerivAt_pow 2 k
    have h4 : HasDerivAt (fun x : ℝ => x ^ 4) (4 * k ^ 3) k := by
      simpa using hasDerivAt_pow 4 k
    exact ((h2.const_mul (a / (2 * π))).fun_add
      (h4.const_mul (b / (4 * π)))).congr_deriv (by ring)
  unfold fillDisc
  refine (intervalIntegral.integral_eq_sub_of_hasDerivAt hd
    (Continuous.intervalIntegrable (by fun_prop) _ _)).trans ?_
  simp only [hk, hk4]
  field_simp
  ring

/-- For `n ≥ 0`, the one-subband kinetic energy per area is the confinement energy
`π² n / (2 L²)` plus the in-plane energy `π n² / 2`. -/
theorem slabKinetic_eq {n : ℝ} (hn : 0 ≤ n) (L : ℝ) :
    slabKinetic n L = π ^ 2 * n / (2 * L ^ 2) + π * n ^ 2 / 2 := by
  have e : (fun k : ℝ => subbandBottom 1 L + k ^ 2 / 2)
      = fun k => subbandBottom 1 L + 1 / 2 * k ^ 2 := by
    funext k
    ring
  rw [slabKinetic, e, fillDisc_quadratic hn, subbandBottom]
  push_cast
  ring

/-- For `n, L > 0`, the slab-averaged Thomas-Fermi energy per area scales as
`n^(5/3) L^(-2/3)`, with the usual Thomas-Fermi prefactor. -/
theorem slabTF_eq {n L : ℝ} (hn : 0 < n) (hL : 0 < L) :
    slabTF n L = 3 / 10 * (3 * π ^ 2) ^ (2 / 3 : ℝ) * n ^ (5 / 3 : ℝ)
      * L ^ (-(2 / 3) : ℝ) := by
  have h : L ^ (-(2 / 3) : ℝ) = L / L ^ (5 / 3 : ℝ) := by
    rw [show (-(2 / 3) : ℝ) = 1 - 5 / 3 by norm_num, Real.rpow_sub hL, Real.rpow_one]
  rw [slabTF, tfKineticDensity, Real.div_rpow hn.le hL.le, h]
  ring

/-- For `n, L > 0`, the cube of the slab-averaged Thomas-Fermi energy is free of
fractional powers. -/
theorem slabTF_cube {n L : ℝ} (hn : 0 < n) (hL : 0 < L) :
    slabTF n L ^ 3 = 243 / 1000 * π ^ 4 * n ^ 5 / L ^ 2 := by
  have h1 : ((3 * π ^ 2) ^ (2 / 3 : ℝ)) ^ 3 = (3 * π ^ 2) ^ 2 :=
    cube_rpow (by positivity) (by norm_num)
  have h2 : ((n / L) ^ (5 / 3 : ℝ)) ^ 3 = (n / L) ^ 5 :=
    cube_rpow (by positivity) (by norm_num)
  rw [slabTF, tfKineticDensity, mul_pow, mul_pow, mul_pow, h1, h2]
  field_simp
  ring

/-- For `n, L > 0`, the one-subband kinetic energy is at least `5 / 36^(1/3)` times the
slab-averaged Thomas-Fermi value, with equality exactly when `n L² = 2π`. -/
theorem thomasFermi_slab_bound {n L : ℝ} (hn : 0 < n) (hL : 0 < L) :
    5 / (36 : ℝ) ^ (1 / 3 : ℝ) * slabTF n L ≤ slabKinetic n L ∧
    (slabKinetic n L = 5 / (36 : ℝ) ^ (1 / 3 : ℝ) * slabTF n L ↔ n * L ^ 2 = 2 * π) := by
  have hT : 0 < slabKinetic n L := by
    rw [slabKinetic_eq hn.le]
    positivity
  have hF : 0 < slabTF n L := by
    unfold slabTF tfKineticDensity
    positivity
  have hc : ((36 : ℝ) ^ (1 / 3 : ℝ)) ^ 3 = 36 ^ 1 := cube_rpow (by norm_num) (by norm_num)
  -- the difference of the cubes has a double zero at `n L² = 2π`
  have gap : slabKinetic n L ^ 3 - (5 / (36 : ℝ) ^ (1 / 3 : ℝ) * slabTF n L) ^ 3
      = (π * n / (2 * L ^ 2)) ^ 3 * (n * L ^ 2 + π / 4) * (n * L ^ 2 - 2 * π) ^ 2 := by
    rw [mul_pow, div_pow, hc, slabTF_cube hn hL, slabKinetic_eq hn.le]
    field_simp
    ring
  have hP : 0 < (π * n / (2 * L ^ 2)) ^ 3 * (n * L ^ 2 + π / 4) := by positivity
  constructor
  · rw [← pow_le_pow_iff_left₀ (by positivity) hT.le (by norm_num : (3 : ℕ) ≠ 0)]
    have := mul_nonneg hP.le (sq_nonneg (n * L ^ 2 - 2 * π))
    linarith
  · rw [← pow_left_inj₀ hT.le (by positivity) (by norm_num : (3 : ℕ) ≠ 0)]
    constructor
    · intro h
      rw [h, sub_self] at gap
      have h0 := (mul_eq_zero.mp gap.symm).resolve_left hP.ne'
      have h1 := (pow_eq_zero_iff (two_ne_zero)).mp h0
      linarith
    · intro h
      rw [h, sub_self] at gap
      linear_combination gap

/-- For `n, L > 0`, the slab-averaged Thomas-Fermi value is less than 67 percent of the
one-subband kinetic energy. -/
theorem thomasFermi_third_low {n L : ℝ} (hn : 0 < n) (hL : 0 < L) :
    slabTF n L < 67 / 100 * slabKinetic n L := by
  have hT : 0 < slabKinetic n L := by
    rw [slabKinetic_eq hn.le]
    positivity
  have h3 : ((36 : ℝ) ^ (1 / 3 : ℝ)) ^ 3 = 36 ^ 1 := cube_rpow (by norm_num) (by norm_num)
  have hc : (36 : ℝ) ^ (1 / 3 : ℝ) < 67 / 20 :=
    lt_of_pow_lt_pow_left₀ 3 (by norm_num) (by rw [h3]; norm_num)
  have h := (thomasFermi_slab_bound hn hL).1
  rw [div_mul_eq_mul_div, div_le_iff₀ (by positivity)] at h
  have := mul_lt_mul_of_pos_left hc hT
  linarith

/-- For `n, L > 0`, the Fermi level of the lowest subband does not exceed the bottom of
the second subband exactly when `n L² ≤ 3π/2`. -/
theorem one_subband_window {n L : ℝ} (hn : 0 < n) (hL : 0 < L) :
    subbandBottom 1 L + fermiWavenumber n ^ 2 / 2 ≤ subbandBottom 2 L ↔
      n * L ^ 2 ≤ 3 * π / 2 := by
  have hk : fermiWavenumber n ^ 2 = 2 * π * n := Real.sq_sqrt (by positivity)
  have hgap : subbandBottom 2 L - (subbandBottom 1 L + fermiWavenumber n ^ 2 / 2)
      = π / L ^ 2 * (3 * π / 2 - n * L ^ 2) := by
    rw [hk, subbandBottom, subbandBottom]
    push_cast
    field_simp
    ring
  have hp : 0 < π / L ^ 2 := by positivity
  rw [← sub_nonneg, hgap, mul_nonneg_iff_of_pos_left hp, sub_nonneg]

/-- For `n, L > 0` and a Fermi level not above the second subband, the kinetic energy is
at least `25 / 4374^(1/3)` times the slab-averaged Thomas-Fermi value, with equality
exactly when `n L² = 3π/2`. -/
theorem thomasFermi_window_bound {n L : ℝ} (hn : 0 < n) (hL : 0 < L)
    (hw : subbandBottom 1 L + fermiWavenumber n ^ 2 / 2 ≤ subbandBottom 2 L) :
    25 / (4374 : ℝ) ^ (1 / 3 : ℝ) * slabTF n L ≤ slabKinetic n L ∧
    (slabKinetic n L = 25 / (4374 : ℝ) ^ (1 / 3 : ℝ) * slabTF n L ↔
      n * L ^ 2 = 3 * π / 2) := by
  have hx := (one_subband_window hn hL).mp hw
  have hT : 0 < slabKinetic n L := by
    rw [slabKinetic_eq hn.le]
    positivity
  have hF : 0 < slabTF n L := by
    unfold slabTF tfKineticDensity
    positivity
  have hc : ((4374 : ℝ) ^ (1 / 3 : ℝ)) ^ 3 = 4374 ^ 1 :=
    cube_rpow (by norm_num) (by norm_num)
  -- the difference of the cubes changes sign at the edge of the window
  have gap : slabKinetic n L ^ 3 - (25 / (4374 : ℝ) ^ (1 / 3 : ℝ) * slabTF n L) ^ 3
      = (π * n / (2 * L ^ 2)) ^ 3
        * (2 / 3 * π ^ 2 + n * L ^ 2 * (22 / 9 * π - n * L ^ 2))
        * (3 * π / 2 - n * L ^ 2) := by
    rw [mul_pow, div_pow, hc, slabTF_cube hn hL, slabKinetic_eq hn.le]
    field_simp
    ring
  have hQ : 0 < 22 / 9 * π - n * L ^ 2 := by linarith [Real.pi_pos]
  have hP : 0 < (π * n / (2 * L ^ 2)) ^ 3
      * (2 / 3 * π ^ 2 + n * L ^ 2 * (22 / 9 * π - n * L ^ 2)) :=
    mul_pos (by positivity) (add_pos (by positivity) (mul_pos (by positivity) hQ))
  constructor
  · rw [← pow_le_pow_iff_left₀ (by positivity) hT.le (by norm_num : (3 : ℕ) ≠ 0)]
    have := mul_nonneg hP.le (sub_nonneg.mpr hx)
    linarith
  · rw [← pow_left_inj₀ hT.le (by positivity) (by norm_num : (3 : ℕ) ≠ 0)]
    constructor
    · intro h
      rw [h, sub_self] at gap
      have h0 := (mul_eq_zero.mp gap.symm).resolve_left hP.ne'
      linarith
    · intro h
      rw [h, sub_self, mul_zero] at gap
      linarith

end

end ThinSlabThomasFermi
```

```lean
#print axioms ThinSlabThomasFermi.slabTF_eq
#print axioms ThinSlabThomasFermi.thomasFermi_slab_bound
#print axioms ThinSlabThomasFermi.thomasFermi_third_low
#print axioms ThinSlabThomasFermi.thomasFermi_window_bound
```

```
'ThinSlabThomasFermi.slabTF_eq' depends on axioms: [propext, Classical.choice, Quot.sound]
'ThinSlabThomasFermi.thomasFermi_slab_bound' depends on axioms: [propext, Classical.choice, Quot.sound]
'ThinSlabThomasFermi.thomasFermi_third_low' depends on axioms: [propext, Classical.choice, Quot.sound]
'ThinSlabThomasFermi.thomasFermi_window_bound' depends on axioms: [propext, Classical.choice, Quot.sound]
```

**Reading the statements.** `slabKinetic n L` is $T$, defined as the integral `fillDisc` over the Fermi disc, and `slabTF n L` is $F$. `thomasFermi_slab_bound` takes real $n,L>0$ and gives the inequality with $c$ and its equality case; `thomasFermi_third_low` gives $F<0.67\,T$. `thomasFermi_window_bound` adds the hypothesis `hw`, that the Fermi level is not above the second subband, and obtains $d$.

The hard-wall levels, the in-plane density of states, the Fermi wavenumber and the Thomas-Fermi prefactor, which comes from the uniform three-dimensional electron gas, enter as definitions. For $x>3\pi/2$, `slabKinetic` describes a state with all electrons held in the lowest subband, not the ground state. The density in $F$ is the slab average; the actual $\sin^2$ profile would give a larger Thomas-Fermi value.

In orbital-free density functional theory a local kinetic functional takes the density at each point, not its average over the slab. The shortfall proved here combines the error of the functional with that of averaging the density, so it does not measure the functional alone.

**How the Lean proof runs.** `fillDisc_quadratic` integrates $a+bk^2$ over the disc by supplying an antiderivative, and `slabKinetic_eq` reads off the closed form of $T$. `slabTF_eq` puts $F$ in its scaling form $n^{5/3}L^{-2/3}$. `cube_rpow` removes the fractional powers, which yields `slabTF_cube`.

In both bounds the step `gap` is the factorised difference of cubes above, checked by `field_simp` and `ring`. Because both sides are nonnegative, `pow_le_pow_iff_left₀` carries the inequality from the cubes back to the energies, and `pow_left_inj₀` does the same for equality. The positive factor `hP` then leaves only the square, or the linear factor, to vanish. `one_subband_window` turns `hw` into $nL^2\le3\pi/2$, which fixes the sign of that linear factor.
